# Unpolarized Trace and Tensor Moment of a Spin-One Charge Operator

Let \(S\) be the spin-one matrices, \(n\) a real unit vector, \(C\) and \(x\) real numbers, and

\[
\rho = C - 2x\left((S\cdot n)^2 - \tfrac23\right).
\]

Then

\[
U=\tfrac13\operatorname{Tr}\rho^2 = C^2+\tfrac89x^2,\qquad
T=\operatorname{Tr}\rho^2\left(3(S\cdot n)^2-2\right) = -8Cx-\tfrac83x^2 .
\]

If \(C\) and \(x\) are both nonzero, reversing the sign of \(x\) leaves \(U\) unchanged and changes \(T\). Even together, \(U\) and \(T\) fix \((C,x)\) only up to four explicit linear maps.

## Charge scattering from a spin-one target

In elastic electron scattering from a spin-one nucleus such as the deuteron, the charge distribution enters through a monopole form factor \(C\) and a quadrupole form factor \(G_Q\). Here \(x=\tau G_Q\), with \(\tau=Q^2/4M^2\) in units \(\hbar=c=1\). \(M\) is the target mass, \(Q\) is the magnitude of the momentum transfer in the Breit frame, where no energy is transferred, and \(n\) points along that momentum transfer.

The operator \(\rho\) is the charge amplitude in spin space, not a density matrix. For an unpolarized initial target, \(U\) gives the spin-averaged charge scattering, and the normalised recoil polarization is \(\langle 3(S\cdot n)^2-2\rangle = T/(3U)\) when \(U\neq0\). In this charge-only model, a polarization measurement therefore carries information about the form factors that the unpolarized rate lacks.

## Two eigenvalues give both traces

In the Cartesian basis \((S\cdot n)v = i\,n\times v\), so

\[
(S\cdot n)^2v=-n\times(n\times v)=|n|^2v-n(n\cdot v).
\]

For unit \(n\), \(P=(S\cdot n)^2\) is the projector onto the plane perpendicular to \(n\), with trace 2. This plane is spanned by the two states with spin projection \(\pm1\) along \(n\). On them \(\rho\) has the eigenvalue \(a=C-\tfrac23x\); on the remaining state it has \(b=C+\tfrac43x\). Hence \(\rho^2=b^2+(a^2-b^2)P\).

Since \(3P-2\) equals \(1\) on the first two states and \(-2\) on the third,

\[
U=\frac{2a^2+b^2}{3}=C^2+\tfrac89x^2,
\]
\[
T=2(a^2-b^2)=2(-2x)\left(2C+\tfrac23x\right)=-8Cx-\tfrac83x^2.
\]

Under \(x\to-x\), \(U\) is unchanged, while \(T(C,x)-T(C,-x)=-16Cx\).

## What the two observables leave open

Inverting the traces gives \(a^2=U+T/6\) and \(b^2=U-T/3\). The signs of \(a\) and \(b\) remain free. Because \(C=(2a+b)/3\) and \(x=(b-a)/2\), reversing \(b\) alone sends

\[
(C,x)\to\left(\tfrac C3-\tfrac89x,\,-C-\tfrac x3\right).
\]

With the identity and an overall sign, this gives all four maps. The four resulting pairs reduce to two when exactly one of \(a\) and \(b\) vanishes, and to one when both do.

A common factor in \(C\) and \(x\) only rescales \(U\) and \(T\), so the following numbers are in arbitrary units. The pair \((C,x)=(1,3)\) has \(a=-1\), \(b=5\), so \(U=9\) and \(T=-48\). The pair \((1,-3)\) has \(a=3\), \(b=-3\), so \(U=9\) and \(T=0\). The normalised polarizations are \(-16/9\) and \(0\). The pair \((-7/3,-2)\), however, reproduces both \(U=9\) and \(T=-48\).

## The statement in Lean

`spinX`, `spinY` and `spinZ` are explicit complex matrices, and `spinAlong n` is \(S\cdot n\), with components `n 0`, `n 1`, `n 2`. The hypothesis `hn` says that \(n\) has unit length. `unpolarized` and `tensorMoment` are \(U\) and the unnormalised \(T\), typed as complex numbers although their values are real.

The form of \(\rho\) is a definition. Its identification with the scattering amplitude, which assumes one-photon exchange and omits the magnetic form factor, is a physical input.

```lean
import Mathlib

open Matrix

namespace SpinOneTensorMoment

noncomputable section

/-- The spin-one matrix `S_x` in the Cartesian basis. -/
def spinX : Matrix (Fin 3) (Fin 3) ℂ :=
  !![0, 0, 0; 0, 0, -Complex.I; 0, Complex.I, 0]

/-- The spin-one matrix `S_y` in the Cartesian basis. -/
def spinY : Matrix (Fin 3) (Fin 3) ℂ :=
  !![0, 0, Complex.I; 0, 0, 0; -Complex.I, 0, 0]

/-- The spin-one matrix `S_z` in the Cartesian basis. -/
def spinZ : Matrix (Fin 3) (Fin 3) ℂ :=
  !![0, -Complex.I, 0; Complex.I, 0, 0; 0, 0, 0]

/-- The spin component `S·n` along a real vector `n`. -/
def spinAlong (n : Fin 3 → ℝ) : Matrix (Fin 3) (Fin 3) ℂ :=
  (n 0 : ℂ) • spinX + (n 1 : ℂ) • spinY + (n 2 : ℂ) • spinZ

/-- The spin matrix `ρ = C - 2x((S·n)² - 2/3)` with charge part `C` and
quadrupole part `x = τ G_Q`. -/
def rho (C x : ℝ) (n : Fin 3 → ℝ) : Matrix (Fin 3) (Fin 3) ℂ :=
  (C : ℂ) • 1 - (2 * x : ℂ) • (spinAlong n * spinAlong n - (2 / 3 : ℂ) • 1)

/-- The unpolarized trace `Tr(ρ²)/3`. -/
def unpolarized (C x : ℝ) (n : Fin 3 → ℝ) : ℂ :=
  (rho C x n * rho C x n).trace / 3

/-- The tensor moment `Tr(ρ²(3(S·n)² - 2))`. -/
def tensorMoment (C x : ℝ) (n : Fin 3 → ℝ) : ℂ :=
  (rho C x n * rho C x n *
    ((3 : ℂ) • (spinAlong n * spinAlong n) - (2 : ℂ) • 1)).trace

/-- The three matrices obey the angular momentum commutation relations, and
`S² = s(s+1) = 2`. -/
theorem spin_one_algebra :
    spinX * spinY - spinY * spinX = Complex.I • spinZ ∧
    spinY * spinZ - spinZ * spinY = Complex.I • spinX ∧
    spinZ * spinX - spinX * spinZ = Complex.I • spinY ∧
    spinX * spinX + spinY * spinY + spinZ * spinZ = (2 : ℂ) • 1 := by
  refine ⟨?_, ?_, ?_, ?_⟩ <;> ext i j <;> fin_cases i <;> fin_cases j <;>
    simp [spinX, spinY, spinZ] <;> norm_num

/-- The square of `S·n` has the entries `|n|² δ_ij - n_i n_j`, written out. -/
theorem spinAlong_sq (n : Fin 3 → ℝ) :
    spinAlong n * spinAlong n =
      !![(n 1 : ℂ) ^ 2 + (n 2 : ℂ) ^ 2, -((n 0 : ℂ) * n 1), -((n 0 : ℂ) * n 2);
         -((n 0 : ℂ) * n 1), (n 0 : ℂ) ^ 2 + (n 2 : ℂ) ^ 2, -((n 1 : ℂ) * n 2);
         -((n 0 : ℂ) * n 2), -((n 1 : ℂ) * n 2), (n 0 : ℂ) ^ 2 + (n 1 : ℂ) ^ 2] := by
  ext i j
  fin_cases i <;> fin_cases j <;>
    simp [spinAlong, spinX, spinY, spinZ, Matrix.mul_apply, Fin.sum_univ_succ] <;>
    ring_nf <;> simp only [Complex.I_sq] <;> ring

/-- For a unit vector `n`, the matrix `(S·n)²` is idempotent and has trace 2. -/
theorem spinAlong_sq_projector (n : Fin 3 → ℝ)
    (hn : n 0 ^ 2 + n 1 ^ 2 + n 2 ^ 2 = 1) :
    (spinAlong n * spinAlong n) * (spinAlong n * spinAlong n)
      = spinAlong n * spinAlong n ∧
    (spinAlong n * spinAlong n).trace = 2 := by
  have hc : (n 0 : ℂ) ^ 2 + (n 1 : ℂ) ^ 2 + (n 2 : ℂ) ^ 2 = 1 := by
    exact_mod_cast hn
  constructor
  · -- without normalization the square of `(S·n)²` is `|n|² (S·n)²`
    have key : (spinAlong n * spinAlong n) * (spinAlong n * spinAlong n)
        = ((n 0 : ℂ) ^ 2 + (n 1 : ℂ) ^ 2 + (n 2 : ℂ) ^ 2) •
          (spinAlong n * spinAlong n) := by
      rw [spinAlong_sq]
      ext i j
      fin_cases i <;> fin_cases j <;>
        simp [Matrix.mul_apply, Fin.sum_univ_succ] <;> ring
    rw [key, hc, one_smul]
  · rw [spinAlong_sq, Matrix.trace_fin_three]
    simp
    linear_combination 2 * hc

/-- For a unit vector `n`, `ρ² = b² + (a² - b²)(S·n)²` with `a = C - 2x/3` and
`b = C + 4x/3`. -/
theorem rho_sq (C x : ℝ) (n : Fin 3 → ℝ)
    (hn : n 0 ^ 2 + n 1 ^ 2 + n 2 ^ 2 = 1) :
    rho C x n * rho C x n =
      ((C + 4 / 3 * x : ℂ) ^ 2) • (1 : Matrix (Fin 3) (Fin 3) ℂ) +
      ((C - 2 / 3 * x : ℂ) ^ 2 - (C + 4 / 3 * x : ℂ) ^ 2) •
        (spinAlong n * spinAlong n) := by
  have h := (spinAlong_sq_projector n hn).1
  unfold rho
  generalize spinAlong n * spinAlong n = P at h ⊢
  simp only [sub_mul, mul_sub, smul_mul_assoc, mul_smul_comm, smul_sub,
    one_mul, mul_one, h]
  module

/-- For a unit vector `n`, the unpolarized trace is `C² + (8/9)x²` and the tensor
moment is `-8Cx - (8/3)x²`. -/
theorem unpolarized_and_tensorMoment (C x : ℝ) (n : Fin 3 → ℝ)
    (hn : n 0 ^ 2 + n 1 ^ 2 + n 2 ^ 2 = 1) :
    unpolarized C x n = (C : ℂ) ^ 2 + 8 / 9 * (x : ℂ) ^ 2 ∧
    tensorMoment C x n = -8 * (C : ℂ) * x - 8 / 3 * (x : ℂ) ^ 2 := by
  obtain ⟨h, ht⟩ := spinAlong_sq_projector n hn
  unfold unpolarized tensorMoment
  rw [rho_sq C x n hn]
  generalize spinAlong n * spinAlong n = P at h ht ⊢
  constructor
  · rw [Matrix.trace_add, Matrix.trace_smul, Matrix.trace_smul, Matrix.trace_one,
      Fintype.card_fin, ht]
    simp only [smul_eq_mul]
    push_cast
    ring
  · -- reduce the product to a combination of the identity and the projector
    have e : (((C + 4 / 3 * x : ℂ) ^ 2) • (1 : Matrix (Fin 3) (Fin 3) ℂ) +
        ((C - 2 / 3 * x : ℂ) ^ 2 - (C + 4 / 3 * x : ℂ) ^ 2) • P) *
        ((3 : ℂ) • P - (2 : ℂ) • 1) =
        (-2 * (C + 4 / 3 * x : ℂ) ^ 2) • (1 : Matrix (Fin 3) (Fin 3) ℂ) +
        ((C - 2 / 3 * x : ℂ) ^ 2 + 2 * (C + 4 / 3 * x : ℂ) ^ 2) • P := by
      simp only [add_mul, mul_sub, smul_mul_assoc, mul_smul_comm,
        one_mul, mul_one, h]
      module
    rw [e, Matrix.trace_add, Matrix.trace_smul, Matrix.trace_smul, Matrix.trace_one,
      Fintype.card_fin, ht]
    simp only [smul_eq_mul]
    push_cast
    ring

/-- For a unit vector `n` and nonzero `C` and `x`, reversing the sign of `x` leaves
the unpolarized trace unchanged but changes the tensor moment. -/
theorem tensorMoment_separates (C x : ℝ) (n : Fin 3 → ℝ)
    (hn : n 0 ^ 2 + n 1 ^ 2 + n 2 ^ 2 = 1) (hC : C ≠ 0) (hx : x ≠ 0) :
    unpolarized C x n = unpolarized C (-x) n ∧
    tensorMoment C x n ≠ tensorMoment C (-x) n := by
  obtain ⟨u, t⟩ := unpolarized_and_tensorMoment C x n hn
  obtain ⟨u', t'⟩ := unpolarized_and_tensorMoment C (-x) n hn
  rw [u, u', t, t']
  constructor
  · push_cast
    ring
  · intro h
    have h' : -8 * C * x - 8 / 3 * x ^ 2 = -8 * C * (-x) - 8 / 3 * (-x) ^ 2 := by
      apply Complex.ofReal_injective
      push_cast at h ⊢
      linear_combination h
    exact mul_ne_zero hC hx (by linear_combination -(1 / 16) * h')

/-- For a unit vector `n`, two pairs `(C, x)` and `(C', x')` share both the unpolarized
trace and the tensor moment exactly when `(C', x')` is, up to an overall sign, either
`(C, x)` or `(C/3 - 8x/9, -C - x/3)`. -/
theorem same_observables_iff (C x C' x' : ℝ) (n : Fin 3 → ℝ)
    (hn : n 0 ^ 2 + n 1 ^ 2 + n 2 ^ 2 = 1) :
    (unpolarized C x n = unpolarized C' x' n ∧
      tensorMoment C x n = tensorMoment C' x' n) ↔
    (C' = C ∧ x' = x) ∨ (C' = -C ∧ x' = -x) ∨
    (C' = C / 3 - 8 / 9 * x ∧ x' = -C - x / 3) ∨
    (C' = -(C / 3 - 8 / 9 * x) ∧ x' = -(-C - x / 3)) := by
  obtain ⟨u, t⟩ := unpolarized_and_tensorMoment C x n hn
  obtain ⟨u', t'⟩ := unpolarized_and_tensorMoment C' x' n hn
  rw [u, u', t, t']
  constructor
  · rintro ⟨h1, h2⟩
    have r1 : C ^ 2 + 8 / 9 * x ^ 2 = C' ^ 2 + 8 / 9 * x' ^ 2 := by
      apply Complex.ofReal_injective
      push_cast
      linear_combination h1
    have r2 : -8 * C * x - 8 / 3 * x ^ 2 = -8 * C' * x' - 8 / 3 * x' ^ 2 := by
      apply Complex.ofReal_injective
      push_cast
      linear_combination h2
    -- the observables fix the squares of the two eigenvalues of `ρ`
    have ha : (C' - 2 / 3 * x') ^ 2 = (C - 2 / 3 * x) ^ 2 := by
      linear_combination -r1 - r2 / 6
    have hb : (C' + 4 / 3 * x') ^ 2 = (C + 4 / 3 * x) ^ 2 := by
      linear_combination -r1 + r2 / 3
    rcases sq_eq_sq_iff_eq_or_eq_neg.mp ha with a | a <;>
      rcases sq_eq_sq_iff_eq_or_eq_neg.mp hb with b | b
    · exact Or.inl ⟨by linarith, by linarith⟩
    · exact Or.inr (Or.inr (Or.inl ⟨by linarith, by linarith⟩))
    · exact Or.inr (Or.inr (Or.inr ⟨by linarith, by linarith⟩))
    · exact Or.inr (Or.inl ⟨by linarith, by linarith⟩)
  · rintro (⟨h1, h2⟩ | ⟨h1, h2⟩ | ⟨h1, h2⟩ | ⟨h1, h2⟩) <;> rw [h1, h2] <;>
      constructor <;> push_cast <;> ring

end

end SpinOneTensorMoment
```

```lean
#print axioms SpinOneTensorMoment.spin_one_algebra
#print axioms SpinOneTensorMoment.unpolarized_and_tensorMoment
#print axioms SpinOneTensorMoment.tensorMoment_separates
#print axioms SpinOneTensorMoment.same_observables_iff
```

```
'SpinOneTensorMoment.spin_one_algebra' depends on axioms: [propext, Classical.choice, Quot.sound]
'SpinOneTensorMoment.unpolarized_and_tensorMoment' depends on axioms: [propext, Classical.choice, Quot.sound]
'SpinOneTensorMoment.tensorMoment_separates' depends on axioms: [propext, Classical.choice, Quot.sound]
'SpinOneTensorMoment.same_observables_iff' depends on axioms: [propext, Classical.choice, Quot.sound]
```

## From matrix entries to the four solutions

`spin_one_algebra` checks the commutators and \(S^2=2\) entry by entry, confirming that the matrices represent spin one. `spinAlong_sq` computes \((S\cdot n)^2\), and `spinAlong_sq_projector` uses the unit length to obtain \(P^2=P\) and \(\operatorname{Tr}P=2\).

From there the entries are no longer needed. `rho_sq` replaces \((S\cdot n)^2\) by a general `P`, expands, and applies \(P^2=P\). `unpolarized_and_tensorMoment` reduces each product to a combination of \(1\) and \(P\), then takes traces.

In `tensorMoment_separates`, equal tensor moments would force \(Cx=0\), contradicting `hC` and `hx`. In `same_observables_iff`, the steps `ha` and `hb` recover the equalities of \(a^2\) and \(b^2\) from those of \(U\) and \(T\). Splitting each into two signs gives four linear systems, solved by `linarith`; the converse follows by substitution.
